# Finite-temperature loss of the metastable volume in a classical quasi-harmonic model

Put one classical mode whose frequency falls as a fixed power of the volume into the static well (1 − exp(−x))², where x is the logarithm of the volume relative to that at the bottom of the well: apart from a term independent of volume, the mode adds −cx to the free energy, with c > 0 proportional to the temperature. This is an outward pull of constant strength, while the well pulls back with slope 2 exp(−x)(1 − exp(−x)), which never exceeds 1/2. A local minimum therefore survives for c < 1/2 and is gone from c = 1/2 on.

```lean
import Mathlib

open Filter Topology

namespace QuasiHarmonicBreakdown

noncomputable section

/-- Free energy as a function of the logarithmic volume `x = ln (V / V0)`: a static well of
depth `D` and a thermal term linear in `x`. -/
def freeEnergy (D a G T x : ℝ) : ℝ :=
  D * (1 - Real.exp (-a * x)) ^ 2 - G * T * x

/-- Static energy plus classical vibrational free energy at volume `V`, for modes with
frequencies `ω i * (V0 / V) ^ g i`; the domain is `V, V0, k, T, hbar, ω i > 0`. -/
def latticeEnergy {ι : Type*} [Fintype ι] (D a k T hbar V0 : ℝ) (ω g : ι → ℝ) (V : ℝ) : ℝ :=
  D * (1 - (V0 / V) ^ a) ^ 2
    + k * T * ∑ i, Real.log (hbar * (ω i * (V0 / V) ^ g i) / (k * T))

/-- The point `x` is a strict local minimum of `f`: all other points near `x` lie higher. -/
def IsStrictLocalMin (f : ℝ → ℝ) (x : ℝ) : Prop :=
  ∀ᶠ y in 𝓝[≠] x, f x < f y

/-- For positive volumes, frequencies, temperature and constants, the lattice free energy is
`freeEnergy` at `ln (V / V0)`, with `G = k ∑ g i`, plus a term independent of volume. -/
theorem latticeEnergy_eq {ι : Type*} [Fintype ι] {D a k T hbar V0 V : ℝ} {ω g : ι → ℝ}
    (hk : 0 < k) (hT : 0 < T) (hh : 0 < hbar) (hV0 : 0 < V0) (hV : 0 < V)
    (hω : ∀ i, 0 < ω i) :
    latticeEnergy D a k T hbar V0 ω g V
      = freeEnergy D a (k * ∑ i, g i) T (Real.log (V / V0))
        + k * T * ∑ i, Real.log (hbar * ω i / (k * T)) := by
  have hlog : Real.log (V0 / V) = -Real.log (V / V0) := by
    rw [Real.log_div hV0.ne' hV.ne', Real.log_div hV.ne' hV0.ne']
    ring
  have hp : ∀ s : ℝ, (V0 / V) ^ s = Real.exp (-s * Real.log (V / V0)) := by
    intro s
    rw [Real.rpow_def_of_pos (div_pos hV0 hV), hlog]
    congr 1
    ring
  -- each mode contributes a constant and a term linear in the logarithmic volume
  have hterm : ∀ i, Real.log (hbar * (ω i * (V0 / V) ^ g i) / (k * T))
      = Real.log (hbar * ω i / (k * T)) + -g i * Real.log (V / V0) := by
    intro i
    have hi := hω i
    rw [hp, show hbar * (ω i * Real.exp (-g i * Real.log (V / V0))) / (k * T)
        = hbar * ω i / (k * T) * Real.exp (-g i * Real.log (V / V0)) by ring,
      Real.log_mul (by positivity) (Real.exp_pos _).ne', Real.log_exp]
  unfold latticeEnergy freeEnergy
  rw [Finset.sum_congr rfl (fun i _ => hterm i), Finset.sum_add_distrib, ← Finset.sum_mul,
    Finset.sum_neg_distrib, hp a]
  ring

/-- The slope of the free energy is `2 a D u (1 - u) - G T` with `u = exp (-a x)`. -/
theorem hasDerivAt_freeEnergy (D a G T x : ℝ) :
    HasDerivAt (freeEnergy D a G T)
      (2 * a * D * (Real.exp (-a * x) * (1 - Real.exp (-a * x))) - G * T) x := by
  have h0 : HasDerivAt (fun y : ℝ => -a * y) (-a) x :=
    ((hasDerivAt_id' x).const_mul (-a)).congr_deriv (by ring)
  have h1 := ((h0.exp.const_sub 1).fun_pow 2).const_mul D
  have h2 := h1.fun_sub ((hasDerivAt_id' x).const_mul (G * T))
  exact h2.congr_deriv (by push_cast; ring)

/-- For `a > 0`, `exp (-a x)` exceeds one half exactly when `x < ln 2 / a`. -/
theorem half_lt_exp_iff {a x : ℝ} (ha : 0 < a) :
    1 / 2 < Real.exp (-a * x) ↔ x < Real.log 2 / a := by
  have half : Real.exp (-Real.log 2) = 1 / 2 := by
    rw [Real.exp_neg, Real.exp_log (by norm_num)]
    norm_num
  rw [lt_div_iff₀ ha, ← half, Real.exp_lt_exp]
  constructor <;> intro h <;> linarith

/-- For `D, a > 0`, a stationary point with `exp (-a x) > 1/2` has lower free energy than every
other point up to `ln 2 / a`. -/
theorem lt_of_stationary {D a G T x y : ℝ} (hD : 0 < D) (ha : 0 < a)
    (hs : 2 * a * D * (Real.exp (-a * x) * (1 - Real.exp (-a * x))) = G * T)
    (hu : 1 / 2 < Real.exp (-a * x)) (hy : y ≤ Real.log 2 / a) (hne : y ≠ x) :
    freeEnergy D a G T x < freeEnergy D a G T y := by
  have hc : 0 < 2 * a * D := by positivity
  rcases lt_or_gt_of_ne hne with hlt | hgt
  · -- the free energy falls on the way to `x`
    have hanti : StrictAntiOn (freeEnergy D a G T) (Set.Iic x) := by
      refine strictAntiOn_of_deriv_neg (convex_Iic x)
        (fun z _ => (hasDerivAt_freeEnergy D a G T z).continuousAt.continuousWithinAt) ?_
      intro z hz
      rw [interior_Iic, Set.mem_Iio] at hz
      have key : Real.exp (-a * x) < Real.exp (-a * z) :=
        Real.exp_lt_exp.2 (by nlinarith)
      have hq : Real.exp (-a * z) * (1 - Real.exp (-a * z))
          < Real.exp (-a * x) * (1 - Real.exp (-a * x)) := by
        nlinarith [mul_pos (sub_pos.2 key)
          (by linarith : 0 < Real.exp (-a * x) + Real.exp (-a * z) - 1)]
      rw [(hasDerivAt_freeEnergy D a G T z).deriv]
      linarith [mul_lt_mul_of_pos_left hq hc]
    exact hanti (Set.mem_Iic.2 hlt.le) (Set.mem_Iic.2 le_rfl) hlt
  · -- and rises from `x` to `ln 2 / a`
    have hxy : x < y := hgt
    have hmono : StrictMonoOn (freeEnergy D a G T) (Set.Icc x (Real.log 2 / a)) := by
      refine strictMonoOn_of_deriv_pos (convex_Icc _ _)
        (fun z _ => (hasDerivAt_freeEnergy D a G T z).continuousAt.continuousWithinAt) ?_
      intro z hz
      rw [interior_Icc, Set.mem_Ioo] at hz
      have hz2 := (half_lt_exp_iff ha).2 hz.2
      have key : Real.exp (-a * z) < Real.exp (-a * x) :=
        Real.exp_lt_exp.2 (by nlinarith [hz.1])
      have hq : Real.exp (-a * x) * (1 - Real.exp (-a * x))
          < Real.exp (-a * z) * (1 - Real.exp (-a * z)) := by
        nlinarith [mul_pos (sub_pos.2 key)
          (by linarith : 0 < Real.exp (-a * x) + Real.exp (-a * z) - 1)]
      rw [(hasDerivAt_freeEnergy D a G T z).deriv]
      linarith [mul_lt_mul_of_pos_left hq hc]
    exact hmono ⟨le_rfl, hxy.le.trans hy⟩ ⟨hxy.le, hy⟩ hxy

/-- For `D, a > 0`, a strict local minimum is a stationary point with `exp (-a x) > 1/2`. -/
theorem stationary_of_isStrictLocalMin {D a G T x : ℝ} (hD : 0 < D) (ha : 0 < a)
    (h : IsStrictLocalMin (freeEnergy D a G T) x) :
    2 * a * D * (Real.exp (-a * x) * (1 - Real.exp (-a * x))) = G * T
      ∧ 1 / 2 < Real.exp (-a * x) := by
  have hmin : IsLocalMin (freeEnergy D a G T) x := by
    have h' := eventually_nhdsWithin_iff.1 h
    filter_upwards [h'] with y hy
    by_cases hyx : y = x
    · rw [hyx]
    · exact (hy hyx).le
  have hs := hmin.hasDerivAt_eq_zero (hasDerivAt_freeEnergy D a G T x)
  refine ⟨by linarith, ?_⟩
  by_contra hu
  rw [not_lt] at hu
  -- otherwise the free energy would fall to the right of `x`
  have hanti : StrictAntiOn (freeEnergy D a G T) (Set.Ici x) := by
    refine strictAntiOn_of_deriv_neg (convex_Ici x)
      (fun z _ => (hasDerivAt_freeEnergy D a G T z).continuousAt.continuousWithinAt) ?_
    intro z hz
    rw [interior_Ici, Set.mem_Ioi] at hz
    have key : Real.exp (-a * z) < Real.exp (-a * x) :=
      Real.exp_lt_exp.2 (by nlinarith)
    have hq : Real.exp (-a * z) * (1 - Real.exp (-a * z))
        < Real.exp (-a * x) * (1 - Real.exp (-a * x)) := by
      nlinarith [mul_pos (sub_pos.2 key)
        (by linarith : 0 < 1 - Real.exp (-a * x) - Real.exp (-a * z))]
    rw [(hasDerivAt_freeEnergy D a G T z).deriv]
    linarith [mul_lt_mul_of_pos_left hq (by positivity : 0 < 2 * a * D)]
  have hr : ∀ᶠ y in 𝓝[>] x, freeEnergy D a G T x < freeEnergy D a G T y :=
    h.filter_mono (nhdsWithin_mono x (fun y hy => (Set.mem_Ioi.1 hy).ne'))
  have hgt : ∀ᶠ y in 𝓝[>] x, x < y := self_mem_nhdsWithin
  obtain ⟨y, hy1, hy2⟩ := (hr.and hgt).exists
  exact lt_asymm hy1 (hanti (Set.mem_Ici.2 le_rfl) (Set.mem_Ici.2 hy2.le) hy2)

/-- For `D, a > 0`, the stationarity condition has a root `u > 1/2` exactly when
`2 G T < a D`, and the root is `(1 + √(1 - 2 G T / (a D))) / 2`. -/
theorem stationary_iff {D a G T : ℝ} (hD : 0 < D) (ha : 0 < a) (u : ℝ) :
    (2 * a * D * (u * (1 - u)) = G * T ∧ 1 / 2 < u) ↔
      (2 * G * T < a * D ∧ u = (1 + Real.sqrt (1 - 2 * G * T / (a * D))) / 2) := by
  have haD : 0 < a * D := mul_pos ha hD
  constructor
  · rintro ⟨hs, hu⟩
    have hq : 2 * G * T / (a * D) = 4 * (u * (1 - u)) := by
      rw [div_eq_iff haD.ne']
      linear_combination (-2) * hs
    have hpos : 0 < 2 * u - 1 := by linarith
    refine ⟨by nlinarith [mul_pos haD (pow_pos hpos 2)], ?_⟩
    rw [hq, show 1 - 4 * (u * (1 - u)) = (2 * u - 1) ^ 2 by ring, Real.sqrt_sq hpos.le]
    ring
  · rintro ⟨hT, hu⟩
    obtain ⟨q, hq⟩ : ∃ q, q = 2 * G * T / (a * D) := ⟨_, rfl⟩
    have hq1 : q < 1 := by rw [hq, div_lt_one haD]; exact hT
    have hq2 : q * (a * D) = 2 * G * T := (eq_div_iff haD.ne').1 hq
    rw [← hq] at hu
    have hs0 : 0 < Real.sqrt (1 - q) := Real.sqrt_pos.2 (by linarith)
    have hs2 : Real.sqrt (1 - q) ^ 2 = 1 - q := Real.sq_sqrt (by linarith)
    refine ⟨?_, by linarith⟩
    rw [hu]
    linear_combination (-(a * D / 2)) * hs2 + (1 / 2) * hq2

/-- Quasi-harmonic breakdown: for `D, a, G, T > 0` a strict local minimum exists iff
`2 G T < a D`; it is unique, with the stated position below `ln 2 / a`, and the free energy is
not bounded below. -/
theorem quasiharmonic_breakdown {D a G T : ℝ} (hD : 0 < D) (ha : 0 < a) (hG : 0 < G)
    (hT : 0 < T) :
    ((∃ x, IsStrictLocalMin (freeEnergy D a G T) x) ↔ 2 * G * T < a * D) ∧
    (∀ x, IsStrictLocalMin (freeEnergy D a G T) x →
      Real.exp (-a * x) = (1 + Real.sqrt (1 - 2 * G * T / (a * D))) / 2 ∧
      x < Real.log 2 / a ∧
      ∀ y, IsStrictLocalMin (freeEnergy D a G T) y → y = x) ∧
    ¬ BddBelow (Set.range (freeEnergy D a G T)) := by
  have root := fun x (h : IsStrictLocalMin (freeEnergy D a G T) x) =>
    (stationary_iff hD ha _).1 (stationary_of_isStrictLocalMin hD ha h)
  refine ⟨⟨fun ⟨x, hx⟩ => (root x hx).1, fun h => ?_⟩, fun x hx => ⟨(root x hx).2,
    (half_lt_exp_iff ha).1 (stationary_of_isStrictLocalMin hD ha hx).2, fun y hy => ?_⟩, ?_⟩
  · -- the larger root of the quadratic gives the minimum
    obtain ⟨u, hu⟩ : ∃ u, u = (1 + Real.sqrt (1 - 2 * G * T / (a * D))) / 2 := ⟨_, rfl⟩
    have hu0 : 0 < u := by rw [hu]; positivity
    have hx : Real.exp (-a * (-Real.log u / a)) = u := by
      rw [show -a * (-Real.log u / a) = Real.log u by field_simp, Real.exp_log hu0]
    obtain ⟨hs, hhalf⟩ := (stationary_iff hD ha _).2 ⟨h, hx.trans hu⟩
    refine ⟨-Real.log u / a, ?_⟩
    unfold IsStrictLocalMin
    filter_upwards [self_mem_nhdsWithin,
      nhdsWithin_le_nhds (Iio_mem_nhds ((half_lt_exp_iff ha).1 hhalf))] with y hne hy
    exact lt_of_stationary hD ha hs hhalf (Set.mem_Iio.1 hy).le hne
  · have he := Real.exp_injective ((root y hy).2.trans (root x hx).2.symm)
    exact mul_left_cancel₀ (neg_ne_zero.2 ha.ne') he
  · -- at large volume the thermal term wins over the bounded static energy
    rintro ⟨M, hM⟩
    obtain ⟨x, hx⟩ : ∃ x, x = (D + |M| + 1) / (G * T) := ⟨_, rfl⟩
    have hx0 : 0 < x := by rw [hx]; positivity
    have hx1 : x * (G * T) = D + |M| + 1 := (eq_div_iff (mul_pos hG hT).ne').1 hx
    have hb := hM (Set.mem_range_self x)
    have he0 := Real.exp_pos (-a * x)
    have he1 : Real.exp (-a * x) ≤ 1 := Real.exp_le_one_iff.2 (by nlinarith [mul_pos ha hx0])
    have hsq : (1 - Real.exp (-a * x)) ^ 2 ≤ 1 := by nlinarith
    have hDs := mul_le_mul_of_nonneg_left hsq hD.le
    unfold freeEnergy at hb
    linarith [neg_abs_le M]

/-- For `D, a > 0` and `2 G T ≥ a D`, the free energy decreases strictly with volume. -/
theorem strictAnti_of_breakdown {D a G T : ℝ} (hD : 0 < D) (ha : 0 < a)
    (hT : a * D ≤ 2 * G * T) : StrictAnti (freeEnergy D a G T) := by
  have half : Real.exp (-Real.log 2) = 1 / 2 := by
    rw [Real.exp_neg, Real.exp_log (by norm_num)]
    norm_num
  -- the slope can vanish only at `ln 2 / a`
  have hneg : ∀ y, y ≠ Real.log 2 / a → deriv (freeEnergy D a G T) y < 0 := by
    intro y hy
    have hne : 2 * Real.exp (-a * y) - 1 ≠ 0 := by
      intro h
      have he : Real.exp (-a * y) = Real.exp (-Real.log 2) := by rw [half]; linarith
      have hl := Real.exp_injective he
      exact hy ((eq_div_iff ha.ne').2 (by linarith))
    have hsq : 0 < (2 * Real.exp (-a * y) - 1) ^ 2 :=
      lt_of_le_of_ne (sq_nonneg _) (pow_ne_zero 2 hne).symm
    rw [(hasDerivAt_freeEnergy D a G T y).deriv]
    nlinarith [mul_pos (mul_pos ha hD) hsq]
  refine StrictAntiOn.Iic_union_Ici (a := Real.log 2 / a)
    (strictAntiOn_of_deriv_neg (convex_Iic _)
      (fun z _ => (hasDerivAt_freeEnergy D a G T z).continuousAt.continuousWithinAt) ?_)
    (strictAntiOn_of_deriv_neg (convex_Ici _)
      (fun z _ => (hasDerivAt_freeEnergy D a G T z).continuousAt.continuousWithinAt) ?_)
  · intro z hz
    rw [interior_Iic, Set.mem_Iio] at hz
    exact hneg z hz.ne
  · intro z hz
    rw [interior_Ici, Set.mem_Ioi] at hz
    exact hneg z hz.ne'

end

end QuasiHarmonicBreakdown
```

```lean
#print axioms QuasiHarmonicBreakdown.latticeEnergy_eq
#print axioms QuasiHarmonicBreakdown.quasiharmonic_breakdown
#print axioms QuasiHarmonicBreakdown.strictAnti_of_breakdown
```

```
'QuasiHarmonicBreakdown.latticeEnergy_eq' depends on axioms: [propext, Classical.choice, Quot.sound]
'QuasiHarmonicBreakdown.quasiharmonic_breakdown' depends on axioms: [propext, Classical.choice, Quot.sound]
'QuasiHarmonicBreakdown.strictAnti_of_breakdown' depends on axioms: [propext, Classical.choice, Quot.sound]
```

## A threshold at 2GT = aD

Let D be the depth of the static well, a its steepness, T the temperature, and G the Boltzmann constant k times the sum of the Grüneisen parameters, the powers of the volume with which the mode frequencies fall. The free energy, `freeEnergy`, is

F(x) = D(1 − exp(−ax))² − GTx,  x = ln(V/V0).

For D, a, G, T > 0, `quasiharmonic_breakdown` states that a strict local minimum exists if and only if 2GT < aD. Any such minimum is the only one, lies below ln(2)/a, and satisfies

exp(−ax) = (1 + √(1 − 2GT/(aD)))/2.

At every positive temperature F is unbounded below, so this minimum is metastable, never global. By `strictAnti_of_breakdown`, F decreases strictly everywhere once 2GT ≥ aD.

In quasi-harmonic calculations of thermal expansion, where F is minimised over volume at each temperature, this classical model with constant Grüneisen parameters has a volume to find only below T = aD/(2G).

## Softening modes in a well of finite depth

`latticeEnergy` is the free energy at volume V > 0. Its static part has its minimum at V0 and levels off at D on expansion; a sets the steepness, with curvature 2a²D in x at V0. The finite type `ι` labels the modes, with frequencies ω_i (V0/V)^(g_i). A constant Grüneisen parameter g_i means that the frequency follows the same power law at any expansion, softening if g_i > 0. Each mode contributes the classical term kT ln(ħω/(kT)), so quantum effects at low temperature are absent, as are external pressure and any anharmonicity of the vibrations beyond the volume dependence of their frequencies.

`IsStrictLocalMin` uses the punctured neighbourhood `𝓝[≠] x`: F(x) < F(y) for all y ≠ x close enough to x. In the lattice model G = k Σ g_i, so individual g_i may be negative provided that the sum is positive.

## From the mode sum to the slope

Since (V0/V)^s = exp(−sx), each mode gives

kT ln(ħω_i (V0/V)^(g_i)/(kT)) = kT ln(ħω_i/(kT)) − kT g_i x.

Summing yields −GTx plus a term independent of volume, which is `latticeEnergy_eq`.

Write u = exp(−ax), so that du/dx = −au. Then `hasDerivAt_freeEnergy` gives

F′(x) = 2aDu(1 − u) − GT.

As x grows, u falls, passing 1/2 at x = ln(2)/a (`half_lt_exp_iff`). Slopes at two points with values u and v are compared through

v(1 − v) − u(1 − u) = (u − v)(u + v − 1).

Let u belong to a stationary point. If u > 1/2, points to the left have v > u and negative slope; points to the right, up to ln(2)/a, have 1/2 < v < u and positive slope. So F falls to the stationary point and then rises, which makes it the strict minimum over all x ≤ ln(2)/a (`lt_of_stationary`). If u ≤ 1/2, points to the right have v < u and negative slope, so F falls there and the point is no minimum (`stationary_of_isStrictLocalMin`). In Lean, `mul_pos` supplies the sign of the product, `nlinarith` turns it into the comparison of v(1 − v) with u(1 − u), and the monotonicity theorems turn the sign of the derivative into an ordering of values.

## The surviving root and the fall at large volume

Stationarity reads 4u(1 − u) = 2GT/(aD), or

(2u − 1)² = 1 − 2GT/(aD).

A root with u > 1/2 requires the right side to be positive, and is then the stated one (`stationary_iff`). Existence follows by taking x = −ln(u)/a, uniqueness from the injectivity of the exponential.

For x ≥ 0 we have 0 < u ≤ 1, hence F(x) ≤ D − GTx. Given a proposed lower bound M, the point x = (D + |M| + 1)/(GT) gives F(x) ≤ −|M| − 1 < M, a contradiction.

For 2GT ≥ aD, rewrite the slope as

F′(x) = (aD/2 − GT) − (aD/2)(2u − 1)².

It is negative except possibly at x = ln(2)/a. F therefore decreases strictly on each side of that point, and `StrictAntiOn.Iic_union_Ici` joins the two half-lines.
